# Rotation angles near the identity: a trace deficit enters as its square root, a sine error linearly

Suppose a body has not turned, but rounding has disturbed its computed rotation matrix. If the trace comes out as $3-d$ with $0\le d\le 4$, the angle $\arccos((\mathrm{tr}-1)/2)$ is at least $\sqrt d$. If the sine of the angle comes out as $e$ with $0\le e\le 1$, the angle $\arcsin e$ is at most $\pi e/2$. The true angle is zero, so whatever is returned is error.

In molecular simulation this concerns the turn of a rigid molecule between two frames, here for a molecule that has not turned and with exactly evaluated real functions.

## The rotation and the two rules

```lean
import Mathlib

open Matrix Real

namespace RotationAngleExtraction

noncomputable section

/-- The Rodrigues matrix for the axis `n` and the angle `θ`; it is a rotation when `n` is a
unit vector. -/
def rotation (n : Fin 3 → ℝ) (θ : ℝ) : Matrix (Fin 3) (Fin 3) ℝ :=
  cos θ • (1 : Matrix (Fin 3) (Fin 3) ℝ) + (1 - cos θ) • vecMulVec n n
    + sin θ • !![0, -n 2, n 1; n 2, 0, -n 0; -n 1, n 0, 0]
```

An axis `n : Fin 3 → ℝ` is a real vector with components $n_0,n_1,n_2$, numbered from zero. The definition is the Rodrigues formula
$$R=\cos\theta\,\mathbb 1+(1-\cos\theta)\,nn^{T}+\sin\theta\,[n]_\times ,$$
where `vecMulVec n n` is $nn^T$ and the explicit matrix is $[n]_\times$, which acts as $v\mapsto n\times v$.

```lean
/-- The trace rule: the angle is read off as `arccos ((tr M - 1) / 2)`. -/
def traceAngle (M : Matrix (Fin 3) (Fin 3) ℝ) : ℝ :=
  arccos ((M.trace - 1) / 2)
```

In Lean the trace rule is defined for any real $3\times3$ matrix $M$, orthogonal or not, since rounding may spoil orthogonality. Mathlib extends the arccosine by constants outside $[-1,1]$: a trace above $3$ gives the angle $0$, and a trace below $-1$ gives $\pi$. The bounds below do not cover these cases.

```lean
/-- The sine computed from a matrix: half the length of the vector formed by the differences
of opposite off-diagonal entries. -/
def skewSine (M : Matrix (Fin 3) (Fin 3) ℝ) : ℝ :=
  √((M 2 1 - M 1 2) ^ 2 + (M 0 2 - M 2 0) ^ 2 + (M 1 0 - M 0 1) ^ 2) / 2
```

This is the computed sine,
$$s(M)=\tfrac12\sqrt{(M_{21}-M_{12})^2+(M_{02}-M_{20})^2+(M_{10}-M_{01})^2}.$$

```lean
/-- The sine rule: the angle is read off as the arcsine of the computed sine. -/
def sineAngle (M : Matrix (Fin 3) (Fin 3) ℝ) : ℝ :=
  arcsin (skewSine M)
```

The sine rule returns $\arcsin s(M)$; if $s(M)>1$, Mathlib's arcsine has the value $\pi/2$.

## Exact rotations are read correctly in the stated ranges

```lean
/-- For a rotation about a unit axis by an angle between `0` and `π`, the trace rule returns
the angle of rotation. -/
theorem traceAngle_rotation (n : Fin 3 → ℝ) (θ : ℝ)
    (hn : n 0 ^ 2 + n 1 ^ 2 + n 2 ^ 2 = 1) (h0 : 0 ≤ θ) (hπ : θ ≤ π) :
    traceAngle (rotation n θ) = θ := by
  -- the trace is independent of the axis
  have ht : (rotation n θ).trace = 1 + 2 * cos θ := by
    simp [rotation, Matrix.trace_fin_three]
    have hdot : n ⬝ᵥ n = 1 := by
      simp only [dotProduct, Fin.sum_univ_three]
      linear_combination hn
    linear_combination (1 - cos θ) * hdot
  have hc : (1 + 2 * cos θ - 1) / 2 = cos θ := by ring
  rw [traceAngle, ht, hc, arccos_cos h0 hπ]
```

The hypothesis `hn` says that the axis has unit length. Since $[n]_\times$ has zero diagonal,
$$\mathrm{tr}\,R=3\cos\theta+(1-\cos\theta)|n|^2=1+2\cos\theta .$$
Hence $(\mathrm{tr}\,R-1)/2=\cos\theta$, and the arccosine returns $\theta$ on $[0,\pi]$. In Lean, `ht` is the trace formula; `linear_combination` checks that it follows algebraically from $|n|^2=1$.

```lean
/-- For a rotation about a unit axis by an angle between `0` and `π/2`, the sine rule returns
the angle of rotation. -/
theorem sineAngle_rotation (n : Fin 3 → ℝ) (θ : ℝ)
    (hn : n 0 ^ 2 + n 1 ^ 2 + n 2 ^ 2 = 1) (h0 : 0 ≤ θ) (hπ : θ ≤ π / 2) :
    sineAngle (rotation n θ) = θ := by
  have hs : 0 ≤ sin θ := sin_nonneg_of_nonneg_of_le_pi h0 (by linarith [pi_pos])
  -- the antisymmetric part carries the axis, scaled by the sine
  have h1 : rotation n θ 2 1 - rotation n θ 1 2 = 2 * sin θ * n 0 := by
    simp [rotation, vecMulVec_apply]
    ring
  have h2 : rotation n θ 0 2 - rotation n θ 2 0 = 2 * sin θ * n 1 := by
    simp [rotation, vecMulVec_apply]
    ring
  have h3 : rotation n θ 1 0 - rotation n θ 0 1 = 2 * sin θ * n 2 := by
    simp [rotation, vecMulVec_apply]
    ring
  have hsum : (2 * sin θ * n 0) ^ 2 + (2 * sin θ * n 1) ^ 2 + (2 * sin θ * n 2) ^ 2
      = (2 * sin θ) ^ 2 := by
    linear_combination (2 * sin θ) ^ 2 * hn
  have hsin : skewSine (rotation n θ) = sin θ := by
    rw [skewSine, h1, h2, h3, hsum, sqrt_sq (by linarith)]
    ring
  rw [sineAngle, hsin, arcsin_sin (by linarith [pi_pos]) hπ]
```

The symmetric terms cancel in the differences, which leaves $2\sin\theta\,n_0$, $2\sin\theta\,n_1$ and $2\sin\theta\,n_2$ (`h1`, `h2`, `h3`). Their squares sum to $4\sin^2\theta$. As $\sin\theta\ge0$, half the root is $\sin\theta$, and the arcsine returns $\theta$ on $[0,\pi/2]$. For $\theta$ between $\pi/2$ and $\pi$ the rule would give $\pi-\theta$, so it suits small angles.

## From errors in the matrix to errors in the angle

```lean
/-- Jordan's inequality: an angle between `0` and `π/2` is at most `π/2` times its sine. -/
theorem le_pi_half_mul_sin (x : ℝ) (h0 : 0 ≤ x) (h1 : x ≤ π / 2) :
    x ≤ π / 2 * sin x := by
  have h := mul_le_mul_of_nonneg_left (mul_le_sin h0 h1) (by positivity : 0 ≤ π / 2)
  have hx : π / 2 * (2 / π * x) = x := by
    field_simp
  linarith
```

On $[0,\pi/2]$ the sine is concave, so its graph lies above the chord from $(0,0)$ to $(\pi/2,1)$: $\sin x\ge 2x/\pi$. This is Mathlib's `mul_le_sin`; multiplying by $\pi/2$ gives the claim.

```lean
/-- If the computed trace is `3 - d` with `0 ≤ d ≤ 4`, then `√d` is the chord
`2 sin (φ / 2)` of the angle `φ` returned by the trace rule. -/
theorem sqrt_eq_chord (M : Matrix (Fin 3) (Fin 3) ℝ) (d : ℝ)
    (hM : M.trace = 3 - d) (h0 : 0 ≤ d) (h4 : d ≤ 4) :
    √d = 2 * sin (traceAngle M / 2) := by
  have hcos : cos (traceAngle M) = 1 - d / 2 := by
    rw [traceAngle, hM, cos_arccos (by linarith) (by linarith)]
    ring
  have hφ0 : 0 ≤ traceAngle M := arccos_nonneg _
  have hφπ : traceAngle M ≤ π := arccos_le_pi _
  have hs : 0 ≤ sin (traceAngle M / 2) :=
    sin_nonneg_of_nonneg_of_le_pi (by linarith) (by linarith)
  -- half-angle formula
  have hhalf := cos_two_mul (traceAngle M / 2)
  rw [mul_div_cancel₀ (traceAngle M) (two_ne_zero' ℝ), hcos] at hhalf
  have hd : d = (2 * sin (traceAngle M / 2)) ^ 2 := by
    linarith [sin_sq_add_cos_sq (traceAngle M / 2)]
  calc √d = √((2 * sin (traceAngle M / 2)) ^ 2) := congrArg Real.sqrt hd
    _ = 2 * sin (traceAngle M / 2) := sqrt_sq (by linarith)
```

Let $\varphi$ be the angle returned by the trace rule. The bounds on $d$ keep the argument of the arccosine in $[-1,1]$, so
$$\cos\varphi=\frac{(3-d)-1}{2}=1-\frac d2 .$$
With $\cos\varphi=1-2\sin^2(\varphi/2)$ this becomes $d=4\sin^2(\varphi/2)$, which is `hd`. Since $0\le\varphi/2\le\pi/2$, the sine is non-negative, and the root is $\sqrt d=2\sin(\varphi/2)$.

```lean
/-- If the computed trace is `3 - d` with `0 ≤ d ≤ 4`, the trace rule returns an angle
between `√d` and `(π/2) √d`. -/
theorem traceAngle_bounds (M : Matrix (Fin 3) (Fin 3) ℝ) (d : ℝ)
    (hM : M.trace = 3 - d) (h0 : 0 ≤ d) (h4 : d ≤ 4) :
    √d ≤ traceAngle M ∧ traceAngle M ≤ π / 2 * √d := by
  have hφ0 : 0 ≤ traceAngle M := arccos_nonneg _
  have hφπ : traceAngle M ≤ π := arccos_le_pi _
  rw [sqrt_eq_chord M d hM h0 h4]
  constructor
  · -- a chord is no longer than its arc
    have h := sin_le (by linarith : 0 ≤ traceAngle M / 2)
    linarith
  · have h := le_pi_half_mul_sin (traceAngle M / 2) (by linarith) (by linarith)
    linarith
```

From $\sin x\le x$ at $x=\varphi/2$ we get $\sqrt d=2\sin(\varphi/2)\le\varphi$. Jordan's inequality gives $\varphi\le\pi\sin(\varphi/2)=\frac{\pi}{2}\sqrt d$. The tactic `constructor` splits the statement into these two bounds.

```lean
/-- If the computed sine is `e ≤ 1`, the sine rule returns an angle between `e` and
`π e / 2`. -/
theorem sineAngle_bounds (M : Matrix (Fin 3) (Fin 3) ℝ) (e : ℝ)
    (hM : skewSine M = e) (h1 : e ≤ 1) :
    e ≤ sineAngle M ∧ sineAngle M ≤ π * e / 2 := by
  have h0 : 0 ≤ e := by
    rw [← hM, skewSine]
    positivity
  have hx0 : 0 ≤ arcsin e := arcsin_nonneg.2 h0
  have hsin : sin (arcsin e) = e := sin_arcsin (by linarith) h1
  have hlow := sin_le hx0
  have hupp := le_pi_half_mul_sin (arcsin e) hx0 (arcsin_le_pi_div_two e)
  rw [hsin] at hlow hupp
  rw [sineAngle, hM]
  exact ⟨hlow, by linarith⟩
```

Here $e\ge0$ needs no hypothesis, because $e$ is half a length. Put $\psi=\arcsin e$, so that $\sin\psi=e$ and $0\le\psi\le\pi/2$. The same two inequalities give
$$e=\sin\psi\le\psi\le\tfrac{\pi}{2}\sin\psi=\tfrac{\pi e}{2}.$$

```lean
/-- Let `0 < ε < (2/π)²`. A computed sine equal to `ε` gives a strictly smaller angle by the
sine rule than a computed trace equal to `3 - ε` gives by the trace rule. -/
theorem sineAngle_lt_traceAngle (M N : Matrix (Fin 3) (Fin 3) ℝ) (ε : ℝ)
    (hM : M.trace = 3 - ε) (hN : skewSine N = ε) (h0 : 0 < ε) (hε : ε < (2 / π) ^ 2) :
    sineAngle N < traceAngle M := by
  have hq0 : 0 < 2 / π := by positivity
  have hq1 : 2 / π < 1 := (div_lt_one pi_pos).2 (by linarith [pi_gt_three])
  have hε1 : ε ≤ 1 := by nlinarith
  have hs : 0 < √ε := sqrt_pos.2 h0
  have hsq : √ε * √ε = ε := mul_self_sqrt h0.le
  have hsπ : √ε * π < 2 := (lt_div_iff₀ pi_pos).1 ((sqrt_lt' hq0).2 hε)
  -- below the threshold the linear error is smaller than the square-root error
  have hmid : π * ε / 2 < √ε := by
    have h := mul_pos hs (sub_pos.2 hsπ)
    have he : √ε * (2 - √ε * π) = 2 * √ε - π * ε := by
      linear_combination (-π) * hsq
    linarith
  have hupp := (sineAngle_bounds N ε hN hε1).2
  have hlow := (traceAngle_bounds M ε hM h0.le (by linarith)).1
  linarith

end

end RotationAngleExtraction
```

Now let both errors equal $\varepsilon$, with $0<\varepsilon<(2/\pi)^2\approx0.405$. Then $\pi\sqrt\varepsilon<2$, and multiplying by $\sqrt\varepsilon/2$ gives $\pi\varepsilon/2<\sqrt\varepsilon$ (`hmid`). Therefore
$$\text{sine angle}\le\frac{\pi\varepsilon}{2}<\sqrt\varepsilon\le\text{trace angle}.$$
The matrices `M` and `N` may differ. That rounding in a given program produces errors of equal size in the trace and in the sine is assumed here, and has to be judged for that program.

## An error of $10^{-4}$

Take $M=\mathrm{diag}(1,1,1-10^{-4})$, so $d=10^{-4}$. The trace rule gives $\varphi=2\arcsin(0.005)\approx0.0100000$ rad, or about $0.57^\circ$; the bounds are $0.01$ and $0.0157$.

Let $N$ be the identity with $N_{10}=10^{-4}$ and $N_{01}=-10^{-4}$. Then $s(N)=\frac12\cdot2\cdot10^{-4}=10^{-4}$, and the sine rule gives about $10^{-4}$ rad, or $0.0057^\circ$, a hundred times less.

```lean
#print axioms RotationAngleExtraction.traceAngle_rotation
#print axioms RotationAngleExtraction.sineAngle_rotation
#print axioms RotationAngleExtraction.sineAngle_lt_traceAngle
```

```
'RotationAngleExtraction.traceAngle_rotation' depends on axioms: [propext, Classical.choice, Quot.sound]
'RotationAngleExtraction.sineAngle_rotation' depends on axioms: [propext, Classical.choice, Quot.sound]
'RotationAngleExtraction.sineAngle_lt_traceAngle' depends on axioms: [propext, Classical.choice, Quot.sound]
```
